# Integrability on (0,1) of the potential inverted from the density (a + b x^(s+1/2))²

The theorem `potential_integrable_iff` concerns a one-dimensional orbital φ(x) = a + b x^(s+1/2) with a, b > 0, and the potential φ''/(2φ) for which φ solves the one-particle Schrödinger equation at zero energy, in atomic units. It says that for s > −1/2 and s ≠ 1/2 this potential is integrable on (0,1) exactly when s > 1/2. The orbital is not normalised, but rescaling φ leaves the potential unchanged. The proof multiplies or divides by 2φ, which is continuous and nonzero on [0,1], and so reduces the question to whether a nonzero multiple of x^(s−3/2) is integrable.

As first written in Lean, the proof fails:

```lean
import Mathlib

open MeasureTheory Set

namespace NonintegrableInvertedPotential

noncomputable section

/-- The orbital `φ(x) = a + b x^(s+1/2)`, used for `x ≥ 0`. -/
def orbital (a b s : ℝ) : ℝ → ℝ := fun x => a + b * x ^ (s + 1 / 2)

/-- The potential `φ''/(2φ)` obtained by inverting the density `φ²`, in atomic units and at zero
energy. The function is defined on all of `ℝ`, but it has this meaning only at points where `φ` is
twice differentiable and nonzero. -/
def invertedPotential (φ : ℝ → ℝ) : ℝ → ℝ := fun x => deriv (deriv φ) x / (2 * φ x)

/-- For `b ≥ 0`, the orbital is bounded below by `a` on the half-line `x ≥ 0`. -/
theorem le_orbital {a b s x : ℝ} (hb : 0 ≤ b) (hx : 0 ≤ x) : a ≤ orbital a b s x := by
  have h : 0 ≤ b * x ^ (s + 1 / 2) := mul_nonneg hb (Real.rpow_nonneg hx _)
  unfold orbital
  linarith

/-- The slope of the orbital at `x > 0` is `b (s+1/2) x^(s-1/2)`. -/
theorem hasDerivAt_orbital (a b s : ℝ) {x : ℝ} (hx : 0 < x) :
    HasDerivAt (orbital a b s) (b * (s + 1 / 2) * x ^ (s - 1 / 2)) x := by
  have h : HasDerivAt (fun y : ℝ => y ^ (s + 1 / 2))
      ((s + 1 / 2) * x ^ (s + 1 / 2 - 1)) x :=
    Real.hasDerivAt_rpow_const (Or.inl hx.ne')
  rw [show s + 1 / 2 - 1 = s - 1 / 2 by ring] at h
  unfold orbital
  exact ((h.const_mul b).const_add a).congr_deriv (by ring)

/-- The second derivative of the orbital at `x > 0` is `b (s+1/2) (s-1/2) x^(s-3/2)`. -/
theorem hasDerivAt_deriv_orbital (a b s : ℝ) {x : ℝ} (hx : 0 < x) :
    HasDerivAt (deriv (orbital a b s))
      (b * (s + 1 / 2) * (s - 1 / 2) * x ^ (s - 3 / 2)) x := by
  have h0 : HasDerivAt (fun y : ℝ => y ^ (s - 1 / 2))
      ((s - 1 / 2) * x ^ (s - 1 / 2 - 1)) x :=
    Real.hasDerivAt_rpow_const (Or.inl hx.ne')
  rw [show s - 1 / 2 - 1 = s - 3 / 2 by ring] at h0
  have h := h0.const_mul (b * (s + 1 / 2))
  -- near `x` the first derivative is given by the power law
  refine (h.congr_of_eventuallyEq ?_).congr_deriv (by ring)
  filter_upwards [Ioi_mem_nhds hx] with y hy
  exact (hasDerivAt_orbital a b s hy).deriv

/-- A nonzero multiple of `x^p` is integrable on `(0,1)` exactly when `p > -1`. -/
theorem integrableOn_scaled_power {c : ℝ} (hc : c ≠ 0) (p : ℝ) :
    IntegrableOn (fun x : ℝ => c * x ^ p) (Ioo 0 1) ↔ -1 < p := by
  have h : IntegrableOn (fun x : ℝ => x ^ p) (Ioo 0 1) ↔ -1 < p :=
    intervalIntegral.integrableOn_Ioo_rpow_iff one_pos
  rw [← h]
  exact integrable_const_mul_iff (IsUnit.mk0 c hc) (fun x : ℝ => x ^ p)

/-- For `a, b > 0`, `s > -1/2` and `s ≠ 1/2`, the inverted potential is integrable on `(0,1)`
exactly when `s > 1/2`. -/
theorem potential_integrable_iff {a b s : ℝ} (ha : 0 < a) (hb : 0 < b)
    (hs : -(1 / 2) < s) (hs' : s ≠ 1 / 2) :
    IntegrableOn (invertedPotential (orbital a b s)) (Ioo 0 1) ↔ 1 / 2 < s := by
  have hp : 0 < s + 1 / 2 := by linarith
  have hne : ∀ x : ℝ, 0 ≤ x → 2 * orbital a b s x ≠ 0 := by
    intro x hx
    have h1 : a ≤ orbital a b s x := le_orbital hb.le hx
    have h2 : 0 < 2 * orbital a b s x := by linarith
    exact h2.ne'
  have hr : Continuous (fun x : ℝ => x ^ (s + 1 / 2)) := Real.continuous_rpow_const hp.le
  have hcont : Continuous (fun x : ℝ => 2 * orbital a b s x) := by
    unfold orbital
    exact continuous_const.mul (continuous_const.add (continuous_const.mul hr))
  -- multiplying or dividing by `2φ` does not affect integrability
  have e : IntegrableOn (invertedPotential (orbital a b s)) (Ioo 0 1) ↔
      IntegrableOn (fun x : ℝ => b * (s + 1 / 2) * (s - 1 / 2) * x ^ (s - 3 / 2))
        (Ioo 0 1) := by
    constructor
    · intro h
      have hI : IntegrableOn (invertedPotential (orbital a b s)) (Icc 0 1) :=
        h.congr_set_ae Ioo_ae_eq_Icc.symm
      have h2 := (hI.mul_continuousOn hcont.continuousOn isCompact_Icc).mono_set
        Ioo_subset_Icc_self
      refine h2.congr_fun (fun x hx => ?_) measurableSet_Ioo
      change deriv (deriv (orbital a b s)) x / (2 * orbital a b s x)
        * (2 * orbital a b s x) = b * (s + 1 / 2) * (s - 1 / 2) * x ^ (s - 3 / 2)
      rw [div_mul_cancel₀ _ (hne x hx.1.le), (hasDerivAt_deriv_orbital a b s hx.1).deriv]
    · intro h
      have hI : IntegrableOn
          (fun x : ℝ => b * (s + 1 / 2) * (s - 1 / 2) * x ^ (s - 3 / 2)) (Icc 0 1) :=
        h.congr_set_ae Ioo_ae_eq_Icc.symm
      have hinv : ContinuousOn (fun x : ℝ => (2 * orbital a b s x)⁻¹) (Icc 0 1) :=
        hcont.continuousOn.inv₀ fun x hx => hne x hx.1
      have h2 := (hI.mul_continuousOn hinv isCompact_Icc).mono_set Ioo_subset_Icc_self
      refine h2.congr_fun (fun x hx => ?_) measurableSet_Ioo
      change b * (s + 1 / 2) * (s - 1 / 2) * x ^ (s - 3 / 2) * (2 * orbital a b s x)⁻¹
        = deriv (deriv (orbital a b s)) x / (2 * orbital a b s x)
      rw [(hasDerivAt_deriv_orbital a b s hx.1).deriv, div_eq_mul_inv]
  have hc : b * (s + 1 / 2) * (s - 1 / 2) ≠ 0 :=
    mul_ne_zero (mul_ne_zero hb.ne' hp.ne') (sub_ne_zero.2 hs')
  rw [e, integrableOn_scaled_power hc (s - 3 / 2)]
  constructor <;> intro h <;> linarith

end

end NonintegrableInvertedPotential
```

The compiler's answer:

```
Main.lean:84:4: error: unsolved goals
case mpr
a b s : ℝ
ha : 0 < a
hb : 0 < b
hs : -(1 / 2) < s
hs' : s ≠ 1 / 2
hp : 0 < s + 1 / 2
hne : ∀ (x : ℝ), 0 ≤ x → 2 * orbital a b s x ≠ 0
hr : Continuous fun x => x ^ (s + 1 / 2)
hcont : Continuous fun x => 2 * orbital a b s x
h : IntegrableOn (fun x => b * (s + 1 / 2) * (s - 1 / 2) * x ^ (s - 3 / 2)) (Ioo 0 1) volume
hI : IntegrableOn (fun x => b * (s + 1 / 2) * (s - 1 / 2) * x ^ (s - 3 / 2)) (Icc 0 1) volume
hinv : ContinuousOn (fun x => (2 * orbital a b s x)⁻¹) (Icc 0 1)
h2 : IntegrableOn (fun x => b * (s + 1 / 2) * (s - 1 / 2) * x ^ (s - 3 / 2) * (2 * orbital a b s x)⁻¹) (Ioo 0 1) volume
x : ℝ
hx : x ∈ Ioo 0 1
⊢ b * (s + 1 * 2⁻¹) * (s - 1 * 2⁻¹) * x ^ (s - 3 / 2) * (2 * orbital a b s x)⁻¹ =
    b * (s + 1 * 2⁻¹) * (s - 1 * 2⁻¹) * x ^ (s - 3 / 2) / (2 * orbital a b s x)
```

This version goes through:

```diff
@@ -92,5 +92,6 @@
       change b * (s + 1 / 2) * (s - 1 / 2) * x ^ (s - 3 / 2) * (2 * orbital a b s x)⁻¹
         = deriv (deriv (orbital a b s)) x / (2 * orbital a b s x)
-      rw [(hasDerivAt_deriv_orbital a b s hx.1).deriv, div_eq_mul_inv]
+      rw [(hasDerivAt_deriv_orbital a b s hx.1).deriv]
+      exact (div_eq_mul_inv _ _).symm
   have hc : b * (s + 1 / 2) * (s - 1 / 2) ≠ 0 :=
     mul_ne_zero (mul_ne_zero hb.ne' hp.ne') (sub_ne_zero.2 hs')
```

Diagnosis. The error is in the `mpr` direction, from the power law back to the potential. After the second derivative is replaced by its formula, the two sides differ only in that one multiplies by `(2 * orbital a b s x)⁻¹` and the other divides by `2 * orbital a b s x`. The lemma `div_eq_mul_inv` says these are equal, but `rw` was given it without arguments, so it settled on the first division it matched, which was `1 / 2`. It turned each `1 / 2` into `1 * 2⁻¹` and left the division by `2 * orbital a b s x` alone. The sides still differed in form, the `rfl` that `rw` tries at the end did not close the goal, and Lean reported it as unsolved.

The repair keeps the derivative rewrite and closes the goal with `exact (div_eq_mul_inv _ _).symm`. Here the lemma is matched against the whole equation, so its divisor has to be `2 * orbital a b s x`.
